# Negative effective repulsion at every intermediate filling leaves only the empty and the full centre stable

Let a centre hold k = 0, …, n electrons, with n ≥ 1 and energies E_k. Suppose that each intermediate energy exceeds the average of its two neighbours:

E_k + E_(k+2) < 2E_(k+1) whenever k + 2 ≤ n.

Then at every electron chemical potential μ, each minimizer of E_k − μk is k = 0 or k = n. Both are minimizers exactly when

μ = (E_n − E_0)/n.

For n = 1 there is no intermediate state and the condition is empty; skipping proper begins at n = 2.

## A centre in contact with an electron reservoir

A defect, an impurity or a redox site exchanges electrons with a reservoir. At zero temperature it takes the electron number that minimizes E_k − μk. Ordinary Coulomb repulsion makes each further electron more expensive, so the centre fills one electron at a time as μ rises. Relaxation of the surroundings can reverse this trend and make the next electron cheaper than the last. The curvature condition stands for that net attraction.

Calculations of point defects compare total energies of charge states in this way; the result applies there to a single isolated centre at zero temperature, with one energy for each electron number. That the relaxed energies of a real centre satisfy the inequality must come from a calculation or from experiment.

## The statement in Lean

The energies are a function `E : ℕ → ℝ`, of which only the values up to `n` matter. `grandPotential E μ k` is E_k − μk for one fixed electron number, without a thermal average. `IsStable E n μ k` says that k ≤ n and that k is a global minimizer among 0, …, n, with ties allowed. It says nothing about barriers or rates.

`NegativeU E n` is the curvature condition at every intermediate filling, whereas the usual term "negative U" often refers to a single one. `transitionLevel E n` is (E_n − E_0)/n, the level between the empty and the full centre.

The theorem `valence_skipping` assumes `0 < n` and `NegativeU E n`, and gives both claims of the opening for every real μ.

## Derivation

Write Ω_k = E_k − μk. There are finitely many states, so a minimizer exists. Suppose an intermediate state k + 1 were one. Then Ω_(k+1) ≤ Ω_k and Ω_(k+1) ≤ Ω_(k+2). Adding these gives

2E_(k+1) − 2μ(k+1) ≤ E_k + E_(k+2) − μ(2k+2).

The terms in μ cancel, leaving 2E_(k+1) ≤ E_k + E_(k+2), which contradicts the assumption.

Some endpoint is therefore a minimizer, and only Ω_0 = E_0 and Ω_n = E_n − μn need comparing. The empty centre is stable exactly when E_0 ≤ E_n − μn, that is, μ ≤ (E_n − E_0)/n. The full centre is stable exactly when the reverse inequality holds. Both hold only at equality.

## A sharp criterion: energies above the chord

For arbitrary energies and n ≥ 1, intermediate states are skipped at every μ if and only if

(n − k)E_0 + kE_n < nE_k for 0 < k < n.

Suppose this holds and an intermediate k is a minimizer. Multiply Ω_k ≤ E_0 by n − k and Ω_k ≤ E_n − μn by k, and add:

nE_k − nμk ≤ (n − k)E_0 + kE_n − nμk.

This contradicts the chord inequality.

Conversely, suppose skipping holds but the inequality fails at some intermediate k. At μ = (E_n − E_0)/n both endpoints have Ω = E_0, and

nΩ_k = nE_k − k(E_n − E_0) ≤ nE_0.

By skipping, the minimum is reached at an endpoint and equals E_0. So k is a minimizer too, a contradiction.

## Pair interactions

Take a level energy ε and an interaction U for each pair:

E_k = εk + Uk(k − 1)/2.

The linear part drops out of the second difference, which is

E_k + E_(k+2) − 2E_(k+1) = U[k(k−1) + (k+2)(k+1) − 2(k+1)k]/2 = U.

For n ≥ 2 the curvature condition is thus equivalent to U < 0. For U < 0, since E_0 = 0, dividing E_n by n puts the coexistence point of the empty and the full centre at μ = ε + U(n − 1)/2.

## Numbers for three electrons

Let n = 3 and E = (0, 3, 4, 3) in eV. The two curvature checks are 0 + 4 < 6 and 3 + 3 < 8, and the transition level is 1 eV. The values of Ω_0, …, Ω_3 are:

- μ = 0.5 eV: 0, 2.5, 3, 1.5; the centre is empty.
- μ = 1 eV: 0, 2, 2, 0; empty and full coexist.
- μ = 1.5 eV: 0, 1.5, 1, −1.5; the centre is full.

With E = (0, 3, 2.5, 3) the second curvature check fails, since 3 + 3 > 5. The intermediate energies still lie above the chord values 1 and 2, so both states are skipped all the same.

## The Lean file

```lean
import Mathlib

namespace ValenceSkipping

noncomputable section

/-- The grand potential `E k - μ k` of a centre holding `k` electrons at
electron chemical potential `μ`. -/
def grandPotential (E : ℕ → ℝ) (μ : ℝ) (k : ℕ) : ℝ := E k - μ * k

/-- The charge state `k` is stable at `μ` if it minimizes the grand potential among
the states with `0, ..., n` electrons; ties are allowed. -/
def IsStable (E : ℕ → ℝ) (n : ℕ) (μ : ℝ) (k : ℕ) : Prop :=
  k ≤ n ∧ ∀ j ≤ n, grandPotential E μ k ≤ grandPotential E μ j

/-- Negative effective repulsion: each intermediate charge state costs more than the
average of its two neighbours. -/
def NegativeU (E : ℕ → ℝ) (n : ℕ) : Prop :=
  ∀ k, k + 2 ≤ n → E k + E (k + 2) < 2 * E (k + 1)

/-- The mean energy per added electron between the empty and the full centre,
for `n ≥ 1`. -/
def transitionLevel (E : ℕ → ℝ) (n : ℕ) : ℝ := (E n - E 0) / n

/-- At every chemical potential some charge state is stable. -/
theorem exists_stable (E : ℕ → ℝ) (n : ℕ) (μ : ℝ) : ∃ k, IsStable E n μ k := by
  obtain ⟨k, hk, hmin⟩ := Finset.exists_min_image (Finset.range (n + 1))
    (grandPotential E μ) ⟨0, by simp⟩
  have hk' := Finset.mem_range.mp hk
  exact ⟨k, by omega, fun j hj => hmin j (Finset.mem_range.mpr (by omega))⟩

/-- With negative effective repulsion, a stable charge state is either empty or full. -/
theorem stable_eq_endpoint {E : ℕ → ℝ} {n : ℕ} (hE : NegativeU E n) {μ : ℝ} {k : ℕ}
    (h : IsStable E n μ k) : k = 0 ∨ k = n := by
  obtain ⟨hk, hmin⟩ := h
  obtain _ | m := k
  · exact Or.inl rfl
  · right
    by_contra hne
    -- an intermediate minimizer would lie no higher than both neighbours
    have h1 := hmin m (by omega)
    have h2 := hmin (m + 2) (by omega)
    have hc := hE m (by omega)
    simp only [grandPotential] at h1 h2
    push_cast at h1 h2
    linarith

/-- With negative effective repulsion and `n ≥ 1`, the empty centre is stable exactly
when the chemical potential does not exceed the transition level. -/
theorem empty_stable_iff {E : ℕ → ℝ} {n : ℕ} (hn : 0 < n) (hE : NegativeU E n) (μ : ℝ) :
    IsStable E n μ 0 ↔ μ ≤ transitionLevel E n := by
  have hn' : (0 : ℝ) < n := Nat.cast_pos.mpr hn
  rw [transitionLevel, le_div_iff₀ hn']
  constructor
  · intro h
    have h1 := h.2 n le_rfl
    simp only [grandPotential, Nat.cast_zero] at h1
    linarith
  · intro h
    obtain ⟨k, hk⟩ := exists_stable E n μ
    rcases stable_eq_endpoint hE hk with h0 | h0
    · rwa [h0] at hk
    · rw [h0] at hk
      refine ⟨Nat.zero_le _, fun j hj => le_trans ?_ (hk.2 j hj)⟩
      simp only [grandPotential, Nat.cast_zero]
      linarith

/-- With negative effective repulsion and `n ≥ 1`, the full centre is stable exactly
when the chemical potential is at least the transition level. -/
theorem full_stable_iff {E : ℕ → ℝ} {n : ℕ} (hn : 0 < n) (hE : NegativeU E n) (μ : ℝ) :
    IsStable E n μ n ↔ transitionLevel E n ≤ μ := by
  have hn' : (0 : ℝ) < n := Nat.cast_pos.mpr hn
  rw [transitionLevel, div_le_iff₀ hn']
  constructor
  · intro h
    have h1 := h.2 0 (Nat.zero_le _)
    simp only [grandPotential, Nat.cast_zero] at h1
    linarith
  · intro h
    obtain ⟨k, hk⟩ := exists_stable E n μ
    rcases stable_eq_endpoint hE hk with h0 | h0
    · rw [h0] at hk
      refine ⟨le_rfl, fun j hj => le_trans ?_ (hk.2 j hj)⟩
      simp only [grandPotential, Nat.cast_zero]
      linarith
    · rwa [h0] at hk

/-- Valence skipping: with negative effective repulsion and `n ≥ 1`, only the empty and
the full centre are ever stable, and both are stable together exactly at
`μ = (E n - E 0) / n`. -/
theorem valence_skipping {E : ℕ → ℝ} {n : ℕ} (hn : 0 < n) (hE : NegativeU E n) (μ : ℝ) :
    (∀ k, IsStable E n μ k → k = 0 ∨ k = n) ∧
      ((IsStable E n μ 0 ∧ IsStable E n μ n) ↔ μ = (E n - E 0) / n) := by
  refine ⟨fun k hk => stable_eq_endpoint hE hk, ?_⟩
  rw [empty_stable_iff hn hE, full_stable_iff hn hE]
  exact ⟨fun h => le_antisymm h.1 h.2, fun h => ⟨le_of_eq h, ge_of_eq h⟩⟩

/-- For arbitrary energies and `n ≥ 1`, the intermediate charge states are skipped at
every chemical potential if and only if each of their energies lies strictly above the
straight line joining the energies of the empty and the full centre. -/
theorem skipping_iff_above_chord (E : ℕ → ℝ) {n : ℕ} (hn : 0 < n) :
    (∀ μ k, IsStable E n μ k → k = 0 ∨ k = n) ↔
      ∀ k, 0 < k → k < n → ((n : ℝ) - k) * E 0 + k * E n < n * E k := by
  have hn' : (0 : ℝ) < n := Nat.cast_pos.mpr hn
  constructor
  · intro h k hk0 hkn
    by_contra hc
    have hc' := not_lt.mp hc
    have ht : transitionLevel E n * n = E n - E 0 := div_mul_cancel₀ _ hn'.ne'
    -- at the transition level, state `k` lies no higher than the endpoints
    have e : (n : ℝ) * grandPotential E (transitionLevel E n) k
        = n * E k - k * (E n - E 0) := by
      simp only [grandPotential]
      linear_combination (-(k : ℝ)) * ht
    have h0 : grandPotential E (transitionLevel E n) k ≤ E 0 :=
      le_of_mul_le_mul_left (by rw [e]; linarith) hn'
    obtain ⟨m, hm⟩ := exists_stable E n (transitionLevel E n)
    have hm0 : grandPotential E (transitionLevel E n) m = E 0 := by
      rcases h _ m hm with h1 | h1 <;> rw [h1] <;>
        simp only [grandPotential, Nat.cast_zero] <;> linarith
    -- hence `k` would itself be stable
    rcases h _ k ⟨hkn.le, fun j hj => (h0.trans hm0.ge).trans (hm.2 j hj)⟩ with h1 | h1 <;>
      omega
  · intro h μ k hk
    by_contra hne
    have hle := hk.1
    have hkn : k < n := by omega
    have hc := h k (by omega) hkn
    have h1 := hk.2 0 (Nat.zero_le _)
    have h2 := hk.2 n le_rfl
    simp only [grandPotential, Nat.cast_zero] at h1 h2
    have hkn' : (k : ℝ) ≤ n := Nat.cast_le.mpr hle
    -- weight the two comparisons as on the chord
    have a := mul_le_mul_of_nonneg_left h1 (sub_nonneg.mpr hkn')
    have b := mul_le_mul_of_nonneg_left h2 (Nat.cast_nonneg (α := ℝ) k)
    nlinarith [a, b, hc]

/-- Energy of `k` electrons with level energy `ε` and interaction `U` for each pair. -/
def pairEnergy (ε U : ℝ) (k : ℕ) : ℝ := ε * k + U * (k * (k - 1) / 2)

/-- For `n ≥ 2`, the pair-interaction model has negative effective repulsion exactly
when `U < 0`. -/
theorem pairEnergy_negativeU_iff (ε U : ℝ) {n : ℕ} (hn : 2 ≤ n) :
    NegativeU (pairEnergy ε U) n ↔ U < 0 := by
  -- the second difference of the energy is `U`
  have key : ∀ k : ℕ, pairEnergy ε U k + pairEnergy ε U (k + 2)
      - 2 * pairEnergy ε U (k + 1) = U := by
    intro k
    simp only [pairEnergy]
    push_cast
    ring
  constructor
  · intro h
    linarith [h 0 (by omega), key 0]
  · intro hU k _
    linarith [key k]

/-- In the pair-interaction model with `U < 0` and `n ≥ 2`, the empty and the full centre
are both stable exactly at `μ = ε + U (n - 1) / 2`. -/
theorem pairEnergy_coexistence (ε : ℝ) {U : ℝ} (hU : U < 0) {n : ℕ} (hn : 2 ≤ n) (μ : ℝ) :
    (IsStable (pairEnergy ε U) n μ 0 ∧ IsStable (pairEnergy ε U) n μ n) ↔
      μ = ε + U * (n - 1) / 2 := by
  have hn0 : 0 < n := by omega
  have hn' : (n : ℝ) ≠ 0 := Nat.cast_ne_zero.mpr hn0.ne'
  have e : (pairEnergy ε U n - pairEnergy ε U 0) / n = ε + U * (n - 1) / 2 := by
    rw [div_eq_iff hn']
    simp only [pairEnergy, Nat.cast_zero]
    ring
  rw [(valence_skipping hn0 ((pairEnergy_negativeU_iff ε U hn).mpr hU) μ).2, e]

end

end ValenceSkipping
```

```lean
#print axioms ValenceSkipping.full_stable_iff
-- 'ValenceSkipping.full_stable_iff' depends on axioms: [propext, Classical.choice, Quot.sound]
#print axioms ValenceSkipping.skipping_iff_above_chord
-- 'ValenceSkipping.skipping_iff_above_chord' depends on axioms: [propext, Classical.choice, Quot.sound]
#print axioms ValenceSkipping.pairEnergy_coexistence
-- 'ValenceSkipping.pairEnergy_coexistence' depends on axioms: [propext, Classical.choice, Quot.sound]
```

## How the Lean proof is built

`exists_stable` obtains a minimizer from `Finset.exists_min_image` on the finite set 0, …, n.

`stable_eq_endpoint` splits the electron number into zero and `m + 1`. If `m + 1` is not `n`, the hypotheses `h1` and `h2` compare it with `m` and `m + 2`, and `hc` is the curvature condition. `linarith` performs the addition made in the derivation.

`empty_stable_iff` and `full_stable_iff` first clear the denominator. One direction compares the two endpoints. The other takes an existing minimizer, which must be an endpoint; if it is the opposite one, the assumed inequality on μ shows that the desired endpoint lies no higher. `valence_skipping` then combines the two inequalities on μ by antisymmetry.

In `skipping_iff_above_chord`, the forward direction works at the transition level: `h0` puts state `k` no higher than E_0, and `hm0` identifies E_0 as the minimum. In the reverse direction, `a` and `b` are the two weighted comparisons, which `nlinarith` combines with the chord inequality.

For the pair model, `key` computes the second difference, from which `pairEnergy_negativeU_iff` follows. `pairEnergy_coexistence` evaluates the transition level and applies `valence_skipping`.
